# Geometric convergence of the damped two-site SCF iteration below a threshold mixing fraction

Let $U,t>0$ and $0<a\le 1$, with $a\,(1+U/(2t))<2$. Then the damped iteration

$$m_{n+1}=(1-a)\,m_n-\frac{a\,U m_n}{R(m_n)},\qquad R(m)=\sqrt{U^2m^2+4t^2},$$

satisfies $|m_n|\le q^n|m_0|$ for every real $m_0$, where $q=\max\bigl(1-a,\;a(1+U/(2t))-1\bigr)$ and $0\le q<1$.

Here $m$ is the site polarization $c_0^2-c_1^2$ of the doubly occupied orbital $(c_0,c_1)$ in the closed-shell mean field of a two-site model with equal site energies, hopping $t$ and on-site repulsion $U$; after mixing, $m$ is a weighted mean of such values, the difference of the site occupations per spin. Without damping ($a=1$) the condition reads $U<2t$. For $U>2t$ the undamped step reverses the sign of a small nonzero polarization and enlarges it: the charge sloshes between the sites.

## From the Fock matrix to the convergence factor

Measured from the mean site energy, the mean field on the two sites is $\pm Um/2$. An orbital of energy $E$ obeys

$$\tfrac{Um}{2}c_0-tc_1=Ec_0,\qquad -tc_0-\tfrac{Um}{2}c_1=Ec_1 .$$

Squaring and adding, with $c_0^2+c_1^2=1$, gives $U^2m^2/4+t^2=E^2$, so $E=-R(m)/2$ for the orbital of negative energy, which both electrons occupy. Multiplying the equations by $c_0$ and $c_1$ and subtracting gives $Um/2=E\,(c_0^2-c_1^2)$. The output polarization is therefore $-Um/R(m)$.

Mixing a fraction $a$ of this output with $1-a$ of the old value multiplies $m$ by

$$g(m)=1-a-\frac{aU}{R(m)} .$$

Since $R(m)\ge 2t$, we have $1-a-aU/(2t)\le g(m)\le 1-a$, hence $|g(m)|\le q$. Induction on $n$ gives the bound. The assumptions on $a$ make $q$ nonnegative and less than one.

The first entry of the maximum falls with $a$ and the second rises. They cross at $a=4t/(4t+U)$, where $q=U/(4t+U)<1$, so a convergent choice exists for every $U/t$. This choice minimises the uniform bound $q$, not the local factor $|g(0)|$, which vanishes at $a=2t/(2t+U)$.

If instead $a(1+U/(2t))>2$, then $g(0)<-1$. By continuity $|g|>1$ near zero, so small nonzero polarizations grow.

## The model in Lean

```lean
import Mathlib

open Matrix Filter Topology

namespace DampedChargeSloshing

noncomputable section
```

The matrix `fock` takes the polarization as a real parameter, and its rows are the two equations above.

```lean
/-- Fock matrix of the two-site closed-shell model with hopping `t`, repulsion `U` and
site polarization `m`, measured from the mean site energy. -/
def fock (U t m : ℝ) : Matrix (Fin 2) (Fin 2) ℝ :=
  !![U * m / 2, -t; -t, -(U * m / 2)]
```

The next definitions are the output $-Um/R(m)$, the mixed step, the factor $g(m)$ and the bound $q$.

```lean
/-- Output polarization of one undamped self-consistent-field step. -/
def response (U t m : ℝ) : ℝ := -(U * m) / √(U ^ 2 * m ^ 2 + 4 * t ^ 2)

/-- Damped step: a fraction `a` of the new polarization is mixed with `1 - a` of the old. -/
def dampedStep (a U t m : ℝ) : ℝ := (1 - a) * m + a * response U t m

/-- Factor by which a damped step multiplies the polarization `m`. -/
def gain (a U t m : ℝ) : ℝ := 1 - a - a * (U / √(U ^ 2 * m ^ 2 + 4 * t ^ 2))

/-- The larger of `1 - a` and `a (1 + U / (2t)) - 1`, used below as an upper bound on the magnitude
of the gain for positive `a`, `U` and `t`. -/
def rate (a U t : ℝ) : ℝ := max (1 - a) (a * (1 + U / (2 * t)) - 1)
```

The update rule is tied to the Fock matrix by the following theorem. Its hypotheses are normalization, negative orbital energy and the eigenvalue equation; the existence of such an orbital is not part of the statement. In the proof, `hsq` is the squared-and-added identity, and the last line is the subtraction that yields the polarization.

```lean
/-- A normalized eigenvector of the Fock matrix with negative orbital energy has the
site polarization given by `response`. -/
theorem orbital_polarization {U t m E : ℝ} {c : Fin 2 → ℝ}
    (hc : c 0 ^ 2 + c 1 ^ 2 = 1) (hE : E < 0) (hF : fock U t m *ᵥ c = E • c) :
    c 0 ^ 2 - c 1 ^ 2 = response U t m := by
  have h0 : U * m / 2 * c 0 - t * c 1 = E * c 0 := by
    have h := congrFun hF 0
    simp [fock, Matrix.mulVec, dotProduct, Fin.sum_univ_succ] at h
    linarith
  have h1 : -t * c 0 - U * m / 2 * c 1 = E * c 1 := by
    have h := congrFun hF 1
    simp [fock, Matrix.mulVec, dotProduct, Fin.sum_univ_succ] at h
    linarith
  -- the orbital energy is minus half the square root
  have hsq : U ^ 2 * m ^ 2 + 4 * t ^ 2 = (-2 * E) ^ 2 := by
    linear_combination (-(U ^ 2 * m ^ 2 + 4 * t ^ 2 - 4 * E ^ 2)) * hc
      + 4 * (U * m / 2 * c 0 - t * c 1 + E * c 0) * h0
      + 4 * (-t * c 0 - U * m / 2 * c 1 + E * c 1) * h1
  have hpos : 0 < -2 * E := by linarith
  have hR : √(U ^ 2 * m ^ 2 + 4 * t ^ 2) = -2 * E := by
    rw [hsq]
    exact Real.sqrt_sq hpos.le
  rw [response, hR, eq_div_iff hpos.ne']
  linear_combination 2 * c 0 * h0 - 2 * c 1 * h1 - U * m * hc
```

## Convergence from every start

The step factors as $g(m)\,m$.

```lean
/-- A damped step multiplies the polarization by the gain. -/
theorem dampedStep_eq_gain_mul (a U t m : ℝ) :
    dampedStep a U t m = gain a U t m * m := by
  unfold dampedStep response gain
  ring
```

The bound on $g$ assumes that $a$, $U$ and $t$ are positive. It rests on `hR`, which says $2t\le R(m)$.

```lean
/-- The magnitude of the gain is at most `rate a U t` at every polarization. -/
theorem abs_gain_le {a U t : ℝ} (hU : 0 < U) (ht : 0 < t) (ha : 0 < a) (m : ℝ) :
    |gain a U t m| ≤ rate a U t := by
  have hR : 2 * t ≤ √(U ^ 2 * m ^ 2 + 4 * t ^ 2) :=
    (Real.le_sqrt' (by positivity)).2 (by nlinarith [sq_nonneg (U * m)])
  -- the ratio `U / R(m)` is at most its value at zero polarization
  have hk : U / √(U ^ 2 * m ^ 2 + 4 * t ^ 2) ≤ U / (2 * t) := by gcongr
  have hak := mul_le_mul_of_nonneg_left hk ha.le
  have hn : 0 ≤ a * (U / √(U ^ 2 * m ^ 2 + 4 * t ^ 2)) := by positivity
  have e : a * (1 + U / (2 * t)) = a + a * (U / (2 * t)) := by ring
  have hl : 1 - a ≤ rate a U t := le_max_left _ _
  have hr : a * (1 + U / (2 * t)) - 1 ≤ rate a U t := le_max_right _ _
  rw [e] at hr
  unfold gain
  exact abs_le.2 ⟨by linarith, by linarith⟩
```

In the main theorem, `(dampedStep a U t)^[n] m` is $m_n$ started from $m_0=m$. The start may be any real number, although a physical polarization lies in $[-1,1]$. The induction step multiplies the bound on $|g|$ by the bound already obtained.

```lean
/-- For positive `U` and `t`, if `0 < a ≤ 1` and `a (1 + U / (2t)) < 2`, then `rate a U t` is
nonnegative and below one, and after `n` damped steps from any start the magnitude of the
polarization is at most `rate a U t ^ n` times its initial value. -/
theorem damped_scf_geometric {a U t : ℝ} (hU : 0 < U) (ht : 0 < t) (ha : 0 < a)
    (ha1 : a ≤ 1) (hstab : a * (1 + U / (2 * t)) < 2) :
    0 ≤ rate a U t ∧ rate a U t < 1 ∧
      ∀ (m : ℝ) (n : ℕ), |(dampedStep a U t)^[n] m| ≤ rate a U t ^ n * |m| := by
  have hq : 0 ≤ rate a U t := le_max_of_le_left (by linarith)
  refine ⟨hq, max_lt (by linarith) (by linarith), fun m n => ?_⟩
  induction n with
  | zero => simp
  | succ n ih =>
    rw [Function.iterate_succ_apply', dampedStep_eq_gain_mul, abs_mul]
    calc _ ≤ rate a U t * (rate a U t ^ n * |m|) :=
          mul_le_mul (abs_gain_le hU ht ha _) ih (abs_nonneg _) hq
      _ = rate a U t ^ (n + 1) * |m| := by ring
```

Convergence follows by squeezing $|m_n|$ between zero and $q^n|m|$.

```lean
/-- For positive `U` and `t`, if `0 < a ≤ 1` and `a (1 + U / (2t)) < 2`, the polarization in the
damped iteration tends to zero from every start. -/
theorem damped_scf_tendsto {a U t : ℝ} (hU : 0 < U) (ht : 0 < t) (ha : 0 < a)
    (ha1 : a ≤ 1) (hstab : a * (1 + U / (2 * t)) < 2) (m : ℝ) :
    Tendsto (fun n : ℕ => (dampedStep a U t)^[n] m) atTop (𝓝 0) := by
  obtain ⟨h0, h1, hb⟩ := damped_scf_geometric hU ht ha ha1 hstab
  have hlim := (tendsto_pow_atTop_nhds_zero_of_lt_one h0 h1).mul_const |m|
  rw [zero_mul] at hlim
  exact squeeze_zero_norm (fun n => by rw [Real.norm_eq_abs]; exact hb m n) hlim
```

## Choosing the mixing fraction

Here $U$ and $t$ are positive, and the lower bound on `rate` holds for all real `a`. The proof splits at the crossing point and uses the relevant branch of the maximum on each side.

```lean
/-- The mixing fraction `4t / (4t + U)` gives the smallest value of `rate`, namely
`U / (4t + U)`, which is below one. -/
theorem best_damping {U t : ℝ} (hU : 0 < U) (ht : 0 < t) :
    rate (4 * t / (4 * t + U)) U t = U / (4 * t + U) ∧ U / (4 * t + U) < 1 ∧
      ∀ a : ℝ, U / (4 * t + U) ≤ rate a U t := by
  have hs : 4 * t + U ≠ 0 := by positivity
  have h1 : 1 - 4 * t / (4 * t + U) = U / (4 * t + U) := by
    field_simp
    ring
  have h2 : 4 * t / (4 * t + U) * (1 + U / (2 * t)) - 1 = U / (4 * t + U) := by
    field_simp
    ring
  refine ⟨by rw [rate, h1, h2, max_self], ?_, fun a => ?_⟩
  · rw [div_lt_one (by positivity)]
    linarith
  -- one branch of the maximum falls with `a`, the other rises
  · rcases le_total a (4 * t / (4 * t + U)) with h | h
    · exact le_trans (by linarith) (le_max_left _ _)
    · have hk : 0 ≤ 1 + U / (2 * t) := by positivity
      have := mul_le_mul_of_nonneg_right h hk
      exact le_trans (by linarith) (le_max_right _ _)
```

## Too little damping

Both theorems in this section assume $t>0$. Growth near zero is stated with a neighbourhood filter: it holds for all nonzero $m$ close enough to zero.

```lean
/-- If `a (1 + U / (2t)) > 2`, every sufficiently small nonzero polarization grows in
magnitude under a damped step. -/
theorem small_polarization_grows {a U t : ℝ} (ht : 0 < t)
    (h : 2 < a * (1 + U / (2 * t))) :
    ∀ᶠ m in 𝓝 (0 : ℝ), m ≠ 0 → |m| < |dampedStep a U t m| := by
  have hc : Continuous (gain a U t) := by
    unfold gain
    refine continuous_const.sub (continuous_const.mul
      (continuous_const.div (by fun_prop) (fun m => ?_)))
    exact ne_of_gt (Real.sqrt_pos.2 (by positivity))
  have h0 : gain a U t 0 < -1 := by
    have hR : √(U ^ 2 * (0 : ℝ) ^ 2 + 4 * t ^ 2) = 2 * t := by
      rw [show U ^ 2 * (0 : ℝ) ^ 2 + 4 * t ^ 2 = (2 * t) ^ 2 by ring]
      exact Real.sqrt_sq (by positivity)
    have e : a * (1 + U / (2 * t)) = a + a * (U / (2 * t)) := by ring
    rw [e] at h
    rw [gain, hR]
    linarith
  -- by continuity the gain stays below -1 near zero
  filter_upwards [hc.continuousAt.eventually_lt continuousAt_const h0] with m hm hne
  have hg : 1 < |gain a U t m| := lt_of_lt_of_le (by linarith) (neg_le_abs _)
  rw [dampedStep_eq_gain_mul, abs_mul]
  nlinarith [abs_pos.2 hne]
```

An orbit that tends to zero without ever reaching it would eventually stay in that neighbourhood. Its magnitude could then no longer decrease, which contradicts the limit. The case $a(1+U/(2t))=2$ is covered by neither this theorem nor the convergence theorem.

```lean
/-- If `a (1 + U / (2t)) > 2`, a damped iteration can tend to zero polarization only by
reaching it exactly after finitely many steps. -/
theorem underdamped_scf_converse {a U t m : ℝ} (ht : 0 < t)
    (h : 2 < a * (1 + U / (2 * t)))
    (hlim : Tendsto (fun n : ℕ => (dampedStep a U t)^[n] m) atTop (𝓝 0)) :
    ∃ n : ℕ, (dampedStep a U t)^[n] m = 0 := by
  by_contra hcon
  have hne : ∀ n : ℕ, (dampedStep a U t)^[n] m ≠ 0 := fun n hn => hcon ⟨n, hn⟩
  obtain ⟨N, hN⟩ := eventually_atTop.1 (hlim.eventually (small_polarization_grows ht h))
  -- from step N on the magnitude never decreases
  have grow : ∀ k : ℕ, |(dampedStep a U t)^[N] m| ≤ |(dampedStep a U t)^[N + k] m| := by
    intro k
    induction k with
    | zero => exact le_refl _
    | succ k ih =>
      have hk : |(dampedStep a U t)^[N + k] m|
          < |dampedStep a U t ((dampedStep a U t)^[N + k] m)| :=
        hN (N + k) (by omega) (hne _)
      rw [← Function.iterate_succ_apply' (dampedStep a U t) (N + k) m] at hk
      exact ih.trans hk.le
  have hpos : |(0 : ℝ)| < |(dampedStep a U t)^[N] m| := by
    rw [abs_zero]
    exact abs_pos.2 (hne N)
  have small : ∀ᶠ y in 𝓝 (0 : ℝ), |y| < |(dampedStep a U t)^[N] m| :=
    continuous_abs.continuousAt.eventually_lt continuousAt_const hpos
  obtain ⟨K, hK⟩ := eventually_atTop.1 (hlim.eventually small)
  exact absurd (grow K) (not_le_of_gt (hK (N + K) (by omega)))

end

end DampedChargeSloshing
```

```lean
#print axioms DampedChargeSloshing.damped_scf_geometric
-- 'DampedChargeSloshing.damped_scf_geometric' depends on axioms: [propext, Classical.choice, Quot.sound]
#print axioms DampedChargeSloshing.damped_scf_tendsto
-- 'DampedChargeSloshing.damped_scf_tendsto' depends on axioms: [propext, Classical.choice, Quot.sound]
#print axioms DampedChargeSloshing.best_damping
-- 'DampedChargeSloshing.best_damping' depends on axioms: [propext, Classical.choice, Quot.sound]
#print axioms DampedChargeSloshing.underdamped_scf_converse
-- 'DampedChargeSloshing.underdamped_scf_converse' depends on axioms: [propext, Classical.choice, Quot.sound]
```

## The damped step in an SCF program

A program that applies linear mixing to the density matrix forms $P\leftarrow(1-a)P_{\text{old}}+aP_{\text{new}}$ from the old and new density matrices and builds the next Fock matrix from $P$. In this one-parameter model that is exactly `dampedStep`, because $m$ is linear in the density matrix and, at fixed electron number, the Fock matrix depends on $P$ only through $m$. Some programs call the old fraction $1-a$ the damping factor, so the input convention needs checking. The change per step is $a$ times the difference between output and input, so with strong damping a small change alone does not show self-consistency.
